# For t > 0, the exponentials exp(−t(2n + 1 + 2sσ)) over one spin branch of Landau levels sum to exp(−2sσt)/(2 sinh t)

The transverse Landau levels of one spin branch are taken as 2n + 1 + 2sσ, in units of charge times field, with n = 0, 1, 2, and so on. The theorem says that for every t > 0 the series of exponentials exp(−t(2n + 1 + 2sσ)) converges, with sum exp(−2sσt)/(2 sinh t). Each level is counted once, with no degeneracy factor, and s and σ may be any real numbers, though they are meant as a spin parameter and a spin sign. The proof factors out the term of the lowest level, which leaves a geometric series of ratio exp(−2t), and then rewrites the stated closed form to match the sum of that series.

As first written in Lean, the proof fails:

```lean
import Mathlib

open Filter Topology

namespace HasSumBranch

noncomputable section

/-- The transverse Landau level `2n + 1 + 2sσ`, in units of charge times field,
for spin parameter `s` and spin sign `σ`. -/
def level (s σ : ℝ) (n : ℕ) : ℝ := 2 * n + 1 + 2 * s * σ

/-- For `t > 0` the exponentials `exp(-t · level)` of one spin branch sum to
`exp(-2sσt) / (2 sinh t)`. -/
theorem hasSum_branch (s σ : ℝ) {t : ℝ} (ht : 0 < t) :
    HasSum (fun n : ℕ => Real.exp (-t * level s σ n))
      (Real.exp (-(2 * s * σ * t)) / (2 * Real.sinh t)) := by
  have hr : Real.exp (-2 * t) < 1 := Real.exp_lt_one (by linarith)
  have h := (hasSum_geometric_of_lt_one (Real.exp_pos (-2 * t)).le hr).mul_left
    (Real.exp (-t * (1 + 2 * s * σ)))
  -- the lowest level is factored out of the geometric series
  have hterm : (fun n : ℕ => Real.exp (-t * level s σ n)) =
      fun n : ℕ => Real.exp (-t * (1 + 2 * s * σ)) * Real.exp (-2 * t) ^ n := by
    funext n
    rw [← Real.exp_nat_mul, ← Real.exp_add]
    congr 1
    unfold level
    ring
  have hden : 2 * Real.sinh t = Real.exp t * (1 - Real.exp (-2 * t)) := by
    have e : Real.exp t * Real.exp (-2 * t) = Real.exp (-t) := by
      rw [← Real.exp_add]
      congr 1
      ring
    rw [Real.sinh_eq, mul_sub, e]
    ring
  have hnum : Real.exp (-(2 * s * σ * t)) =
      Real.exp t * Real.exp (-t * (1 + 2 * s * σ)) := by
    rw [← Real.exp_add]
    congr 1
    ring
  rw [hterm, hden, hnum, mul_div_mul_left _ _ (Real.exp_ne_zero t), div_eq_mul_inv]
  exact h

end

end HasSumBranch
```

Compiling this gives:

```
Main.lean:18:37: error(lean.unknownIdentifier): Unknown constant `Real.exp_lt_one`
```

What went wrong. The geometric series needs its ratio to be below one, and the step `hr` is there to supply this: `Real.exp (-2 * t) < 1`. The attempt justifies it with `Real.exp_lt_one`, and the message says that Lean knows no constant of that name. The fault is in the name alone; the inequality is true, since t is positive.

The repair uses `Real.exp_lt_one_iff`, which says that the exponential of a real number is less than one exactly when the number is negative. Because this is an equivalence, `.mpr` is added to take the direction from the negative exponent to the bound on the exponential. What remains to be shown is `-2 * t < 0`, and the same `linarith` call as before proves it from `ht`. The rest of the proof is unchanged.

Lean accepts the file once it reads:

```diff
@@ -16,5 +16,5 @@
     HasSum (fun n : ℕ => Real.exp (-t * level s σ n))
       (Real.exp (-(2 * s * σ * t)) / (2 * Real.sinh t)) := by
-  have hr : Real.exp (-2 * t) < 1 := Real.exp_lt_one (by linarith)
+  have hr : Real.exp (-2 * t) < 1 := Real.exp_lt_one_iff.mpr (by linarith)
   have h := (hasSum_geometric_of_lt_one (Real.exp_pos (-2 * t)).le hr).mul_left
     (Real.exp (-t * (1 + 2 * s * σ)))
```
